# The wavenumber k = √n/(2s) at nonzero disorder s satisfies 4s²k² = n

For a natural number n and a real nonzero disorder parameter s, the wavenumber k is defined as √n/(2s). The lemma states that 4s²k² = n, an equation between real numbers in which n is read as a real. It is an algebraic consequence of the definition, and no physical model is used to derive the formula for k. The attempt first shows 2sk = √n by unfolding the definition and clearing the denominator, then writes 4s²k² as (2sk)² and replaces the square of √n by n.

In Lean, a first try:

```lean
import Mathlib

namespace PeakSq

noncomputable section

/-- The wavenumber `√n / (2 s)`, defined for nonzero disorder `s`. -/
def peak (n : ℕ) (s : ℝ) : ℝ := Real.sqrt n / (2 * s)

/-- For nonzero disorder, the wavenumber `k = peak n s` satisfies `4 s² k² = n`. -/
theorem peak_sq (n : ℕ) {s : ℝ} (hs : s ≠ 0) : 4 * s ^ 2 * peak n s ^ 2 = n := by
  have h : 2 * s * peak n s = Real.sqrt n := by
    unfold peak
    field_simp
  calc 4 * s ^ 2 * peak n s ^ 2 = (2 * s * peak n s) ^ 2 := by ring
    _ = n := by rw [h, Real.sq_sqrt (Nat.cast_nonneg n)]

end

end PeakSq
```

The compiler's answer:

```
Main.lean:15:7: error(lean.synthInstanceFailed): failed to synthesize instance of type class
  HMul ℝ ℝ ℕ

Hint: Type class instance resolution failures can be inspected with the `set_option trace.Meta.synthInstance true` command.
Main.lean:15:34: error(lean.synthInstanceFailed): failed to synthesize instance of type class
  HPow ℝ ℕ ℕ

Hint: Type class instance resolution failures can be inspected with the `set_option trace.Meta.synthInstance true` command.
Try this:
  [apply] ring_nf
  
  The `ring` tactic failed to close the goal. Use `ring_nf` to obtain a normal form.
    
  Note that `ring` works primarily in *commutative* rings. If you have a noncommutative ring, abelian group or module, consider using `noncomm_ring`, `abel` or `module` instead.
Main.lean:15:60: error: unsolved goals
n : ℕ
s : ℝ
hs : s ≠ 0
h : 2 * s * peak n s = √↑n
⊢ s ^ 2 * 4 * peak n s ^ 2 = (s * peak n s * 2) ^ 2
Main.lean:16:23: error: Tactic `rewrite` failed: Did not find an occurrence of the pattern
  √↑n ^ 2
in the target expression
  √↑n ^ 2 = n

n : ℕ
s : ℝ
hs : s ≠ 0
h : 2 * s * peak n s = √↑n
⊢ √↑n ^ 2 = n
Main.lean:15:2: error: 'calc' expression has type
  @HMul.hMul ℝ ℝ ℕ ?m.78 (4 * s ^ 2) (peak n s ^ 2) = n
but is expected to have type
  @HMul.hMul ℝ ℝ ℝ instHMul (4 * s ^ 2) (peak n s ^ 2) = ↑n
```

The last `calc` step ends in a bare `n`, which is a natural number. Lean did not insert the cast to ℝ there, and took the result type of the outer product and the outer square to be ℕ. It therefore looked for a multiplication `HMul ℝ ℝ ℕ` and a power `HPow ℝ ℕ ℕ`, real inputs with a natural-number result, and found neither.

The other errors follow from this. `ring` cannot close a goal whose outer operations are not the real ones, though the printed equation looks true. After `h` is rewritten, `Real.sq_sqrt` looks for a real-valued `√↑n ^ 2`; the goal prints the same expression, but its power has result type ℕ, so the pattern does not match. The final message shows the mismatch directly: the `calc` ends in `n`, where the theorem expects `↑n`.

Writing `(n : ℝ)` puts in the cast and makes both steps equations in ℝ. The existing `ring` and `rw` proofs then work unchanged.

The mended proof, as a diff:

```diff
@@ -14,5 +14,5 @@
     field_simp
   calc 4 * s ^ 2 * peak n s ^ 2 = (2 * s * peak n s) ^ 2 := by ring
-    _ = n := by rw [h, Real.sq_sqrt (Nat.cast_nonneg n)]
+    _ = (n : ℝ) := by rw [h, Real.sq_sqrt (Nat.cast_nonneg n)]
 
 end
```
